# Energies weighted by projector ranks sum to zero for a traceless level operator

Let $N$ be the number of basis states of a finite-dimensional complex state space. Each level $i$ in a finite set has an energy $e_i$ and an $N\times N$ matrix $P_i$ with $P_i^2=P_i$. The level operator is

$$V=\sum_i e_iP_i ,$$

and the degeneracy of level $i$ is the matrix rank $r_i=\operatorname{rank}P_i$. If $\operatorname{tr}V=0$, then

$$\sum_i e_ir_i=0 .$$

In Lean, `n` labels the basis states, so $N$ is `Fintype.card n`, and `ι` labels the levels. The energies are complex numbers, which include the real energies of a physical spectrum. The projectors need not be Hermitian.

```lean
import Mathlib

open Finset

namespace BarycentreRule

noncomputable section

variable {n ι : Type*} [Fintype n] [DecidableEq n] [Fintype ι]
```

The operator is defined directly from the two lists of data, energies `e` and matrices `P`. The definition places no condition on either; the conditions enter as hypotheses of the theorems.

```lean
/-- The operator `∑ eᵢ Pᵢ` built from complex numbers `eᵢ` and square matrices `Pᵢ`. -/
def levelOperator (e : ι → ℂ) (P : ι → Matrix n n ℂ) : Matrix n n ℂ :=
  ∑ i, e i • P i
```

## Idempotence turns a trace into a degeneracy

The condition $P_i^2=P_i$ says that projecting onto a level twice is the same as projecting once. By hand, it is used to show that the trace of $P_i$ counts the states in the level.

Take an idempotent $P$ and any vector $x$, and write

$$x=Px+(x-Px).$$

The first term is in the range of $P$. The second is in its kernel, because $P(x-Px)=Px-P^2x=0$. A vector in both spaces has the form $x=Py$ and satisfies $Px=0$, so $x=Py=P^2y=Px=0$. The state space is therefore the direct sum of the range and the kernel. In a basis adapted to this sum, $P$ is diagonal, with $\operatorname{rank}P$ ones and zeros elsewhere. The trace does not depend on the basis, so $\operatorname{tr}P=\operatorname{rank}P$.

The Lean proof regards `P` as a linear map and shows that it is a projection onto its range. This takes two facts: every output lies in the range, and every vector of the range is left unchanged. The second is where idempotence enters, as `hP.eq`. Mathlib's trace formula for projections then gives the dimension of the range, and the rewriting that follows turns the trace of the map back into the trace of the matrix.

```lean
/-- The trace of an idempotent complex matrix is its rank. -/
theorem trace_eq_rank {P : Matrix n n ℂ} (hP : IsIdempotentElem P) :
    P.trace = (P.rank : ℂ) := by
  -- an idempotent matrix is a projection onto its range
  have hproj : LinearMap.IsProj (LinearMap.range (Matrix.toLin' P)) (Matrix.toLin' P) := by
    constructor
    · intro x
      exact LinearMap.mem_range_self _ x
    · rintro _ ⟨x, rfl⟩
      simp only [Matrix.toLin'_apply, Matrix.mulVec_mulVec, hP.eq]
  have h := hproj.trace
  rw [LinearMap.trace_eq_matrix_trace ℂ (Pi.basisFun ℂ n),
    LinearMap.toMatrix_eq_toMatrix', LinearMap.toMatrix'_toLin'] at h
  exact h
```

Linearity of the trace now gives

$$\operatorname{tr}V=\sum_i e_i\operatorname{tr}P_i=\sum_i e_ir_i .$$

The next proof has the same two steps: the trace passes through the sum, and `trace_eq_rank` is applied to each term.

```lean
/-- For idempotent `Pᵢ`, the trace of `∑ eᵢ Pᵢ` is the sum of the energies weighted by
the ranks of the `Pᵢ`. -/
theorem trace_levelOperator (e : ι → ℂ) (P : ι → Matrix n n ℂ)
    (hP : ∀ i, IsIdempotentElem (P i)) :
    (levelOperator e P).trace = ∑ i, e i * ((P i).rank : ℂ) := by
  unfold levelOperator
  rw [Matrix.trace_sum]
  refine Finset.sum_congr rfl fun i _ => ?_
  rw [Matrix.trace_smul, trace_eq_rank (hP i), smul_eq_mul]
```

Without idempotence the count can fail. Take $A_1=\operatorname{diag}(2,0)$ and $A_2=\operatorname{diag}(0,1)$ with coefficients $1$ and $-2$. The operator $A_1-2A_2=\operatorname{diag}(2,-2)$ is traceless and both matrices have rank 1, yet the coefficients weighted by rank sum to $-1$. The fault lies in $A_1$, whose trace is 2 although its range has dimension 1.

## Zero trace removes the common shift

The condition $\operatorname{tr}V=0$ fixes the zero of energy. In crystal-field theory it stands for the removal of the spherically symmetric part of the ligands' potential, which moves all orbitals of a shell by the same amount. The remaining angular components have zero average over the shell. The theorem takes this condition as given, so it does not say that a real crystal leaves the mean energy of the shell where it was in the free ion.

A second hypothesis, `hV`, says that the operator in question really is the one built from the listed energies and projectors. Without it, the trace of `V` would carry no information about the numbers $e_i$.

By hand, the two hypotheses are used together at the last step:

$$\sum_i e_ir_i=\operatorname{tr}\Bigl(\sum_i e_iP_i\Bigr)=\operatorname{tr}V=0 .$$

The Lean proof is this chain. It rewrites the weighted sum as a trace, replaces the level operator by `V` through `hV`, and finishes with `htr`.

```lean
/-- **Barycentre rule.** If a traceless operator is `∑ eᵢ Pᵢ` with idempotent `Pᵢ`, then the
energies weighted by the ranks of the `Pᵢ` sum to zero. -/
theorem barycentre_rule (e : ι → ℂ) (P : ι → Matrix n n ℂ)
    (hP : ∀ i, IsIdempotentElem (P i)) {V : Matrix n n ℂ}
    (hV : V = levelOperator e P) (htr : V.trace = 0) :
    ∑ i, e i * ((P i).rank : ℂ) = 0 := by
  rw [← trace_levelOperator e P hP, ← hV, htr]
```

If the trace is not zero, the weighted sum equals whatever the trace is. A uniform shift $V=c\,\mathbb 1$, treated as a single level, gives $cN$.

For a one-electron crystal-field model restricted to a single shell, with the common shift removed, the rule offers a quick check on a computed set of orbital energies. When there are just two levels, it also converts their splitting into shifts about the mean.

## Completeness makes the weighted mean a mean over the whole space

The barycentre rule does not require the projectors to sum to the identity. That condition, $\sum_iP_i=\mathbb 1$, says that the levels account for every state in the space. The next theorem assumes it in order to read the barycentre, the energy $E$ for which $\sum_i(e_i-E)r_i=0$, from a trace that need not be zero. The argument uses only one consequence of it, that the ranks add up to $N$.

By hand, taking the trace of the completeness condition gives $\sum_ir_i=N$. Hence

$$\sum_i(e_i-E)r_i=\sum_ie_ir_i-E\sum_ir_i=\operatorname{tr}V-EN ,$$

which vanishes exactly when $EN=\operatorname{tr}V$. For a space with at least one state this means $E=\operatorname{tr}V/N$, the mean energy per state.

In Lean, the hypothesis is `hsum`, and it is used only to prove `hr`, the statement that the degeneracies add up to the dimension. The weighted sum is then expanded as above, and `linear_combination` handles the change of sign in each direction.

```lean
/-- For idempotent `Pᵢ` that sum to the identity, the energies measured from `E` have zero
rank-weighted sum exactly when `E` times the dimension is the trace of `∑ eᵢ Pᵢ`. -/
theorem barycentre_iff (e : ι → ℂ) (P : ι → Matrix n n ℂ)
    (hP : ∀ i, IsIdempotentElem (P i)) (hsum : ∑ i, P i = 1) (E : ℂ) :
    ∑ i, (e i - E) * ((P i).rank : ℂ) = 0 ↔
      E * (Fintype.card n : ℂ) = (levelOperator e P).trace := by
  -- the degeneracies add up to the dimension of the space
  have hr : ∑ i, ((P i).rank : ℂ) = (Fintype.card n : ℂ) := by
    have h := congrArg Matrix.trace hsum
    rw [Matrix.trace_sum, Matrix.trace_one] at h
    rw [← h]
    exact Finset.sum_congr rfl fun i _ => (trace_eq_rank (hP i)).symm
  rw [trace_levelOperator e P hP]
  simp only [sub_mul, Finset.sum_sub_distrib, ← Finset.mul_sum, hr]
  exact ⟨fun h => by linear_combination (-1 : ℂ) * h,
    fun h => by linear_combination (-1 : ℂ) * h⟩
```

Without completeness, the equivalence can fail. Take the single level $P=\operatorname{diag}(1,0)$ with energy 1 in a two-dimensional space. The weighted sum vanishes at $E=1$, whereas $2E=\operatorname{tr}V=1$ gives $E=\tfrac12$, since the trace condition also counts the unlisted state at energy zero.

Completeness also supports the reading of $e_i$ as an energy level. Since the ranks add up to $N$ and the ranges together span the space, the ranges form a direct sum, which forces $P_iP_j=0$ for $i\ne j$. Every $e_i$ with $r_i>0$ is then an eigenvalue of $V$. For overlapping projectors the coefficients may not be eigenvalues: with $P_1=P_2=1$ in one dimension and coefficients $1$ and $-1$, the operator is zero. The barycentre rule still holds there, as a statement about coefficients.

## With zero trace, ranks and splitting fix two energies

For two levels with projectors $P$ and $Q$, energies $a$ and $b$, and ranks $p$ and $q$, zero trace means

$$pa+qb=0 .$$

Adding $qa$ to both sides and moving $qb$ across gives the first relation below. Adding $pb$ to both sides and moving $pa$ across gives the second:

$$(p+q)a=q(a-b),\qquad (p+q)b=-p(a-b).$$

Each level is displaced in proportion to the degeneracy of the other. When $p+q>0$, these relations determine both energies from the splitting. If both ranks are zero, they read $0=0$.

The Lean proof first turns the trace hypothesis into $ap+bq=0$. Both relations are then that equation rearranged, which `linear_combination htr` confirms.

```lean
/-- If `a P + b Q` is traceless with `P` and `Q` idempotent, each energy times the total rank
is fixed by the splitting `a - b` and the rank of the other level. -/
theorem two_level_shifts {P Q : Matrix n n ℂ} (hP : IsIdempotentElem P)
    (hQ : IsIdempotentElem Q) {a b : ℂ} (htr : (a • P + b • Q).trace = 0) :
    ((P.rank : ℂ) + Q.rank) * a = Q.rank * (a - b) ∧
      ((P.rank : ℂ) + Q.rank) * b = -(P.rank * (a - b)) := by
  rw [Matrix.trace_add, Matrix.trace_smul, Matrix.trace_smul, trace_eq_rank hP,
    trace_eq_rank hQ, smul_eq_mul, smul_eq_mul] at htr
  constructor
  · linear_combination htr
  · linear_combination htr
```

The next theorem adds three hypotheses. `rP` and `rQ` set the degeneracies to 2 and 3, as for the two orbital levels of a d shell in an octahedral field. `hD` defines the splitting as $D=a-b$, the energy of the doublet minus that of the triplet. By hand, put $b=a-D$ into $2a+3b=0$:

$$5a-3D=0,\qquad a=\frac{3D}{5},\qquad b=a-D=-\frac{2D}{5}.$$

Conversely, these values give $2a+3b=\tfrac{6D}{5}-\tfrac{6D}{5}=0$, so the operator is traceless exactly when the energies take them. No sign is imposed on $D$, so a field that puts the doublet below the triplet is described by a negative real $D$.

In the proof, `ht` uses idempotence and the two ranks to write the trace as $2a+3b$. The forward direction solves the pair of linear equations, with coefficients such as `1 / 5` and `3 / 5` recording the elimination. The reverse direction is the substitution just made.

```lean
/-- For idempotent `P` of rank 2 and `Q` of rank 3 with energies `a` and `b` split by
`a - b = D`, the operator `a P + b Q` is traceless exactly when `a = 3D/5` and `b = -2D/5`. -/
theorem two_three_splitting {P Q : Matrix n n ℂ} (hP : IsIdempotentElem P)
    (hQ : IsIdempotentElem Q) (rP : P.rank = 2) (rQ : Q.rank = 3)
    {a b D : ℂ} (hD : a - b = D) :
    (a • P + b • Q).trace = 0 ↔ a = 3 * D / 5 ∧ b = -(2 * D / 5) := by
  have ht : (a • P + b • Q).trace = a * 2 + b * 3 := by
    rw [Matrix.trace_add, Matrix.trace_smul, Matrix.trace_smul, trace_eq_rank hP,
      trace_eq_rank hQ, rP, rQ, smul_eq_mul, smul_eq_mul]
    norm_num
  rw [ht]
  constructor
  · intro h
    constructor
    · linear_combination (1 / 5 : ℂ) * h + (3 / 5 : ℂ) * hD
    · linear_combination (1 / 5 : ℂ) * h - (2 / 5 : ℂ) * hD
  · rintro ⟨ha, hb⟩
    linear_combination 2 * ha + 3 * hb
```

The fractions depend on the ratio of the ranks: if the first level had rank 3 and the second rank 2, the energies would be $2D/5$ and $-3D/5$. Without the splitting, zero trace leaves one equation for two unknowns. Without zero trace, both energies move by the same amount, $\operatorname{tr}(aP+bQ)/5$.

## The octahedral d shell meets every condition

The example uses one electron in a d shell, in the basis $m=-2,-1,0,1,2$, with the $x$, $y$ and $z$ axes along the fourfold axes of the octahedron and the usual phases of the spherical harmonics. Lean's indices 0 to 4 follow that order. The parameter $Dq$ is a single symbol for the field strength, with the convention that the splitting is $10Dq$. The matrix elements are entered as data and are not derived from ligand positions or charges. Spin–orbit coupling and electron repulsion are absent.

```lean
/-- The octahedral crystal field on a d shell, with the coordinate axes along the fourfold axes, in
the basis `m = -2, -1, 0, 1, 2`, with strength parameter `Dq`. -/
def octahedralField (Dq : ℂ) : Matrix (Fin 5) (Fin 5) ℂ :=
  Dq • !![1, 0, 0, 0, 5; 0, -4, 0, 0, 0; 0, 0, 6, 0, 0; 0, 0, 0, -4, 0; 5, 0, 0, 0, 1]
```

When $Dq\ne0$, the field couples $m=2$ and $m=-2$, so these two basis states are not themselves eigenstates. In their $2\times2$ block the diagonal elements are $Dq$ and the off-diagonal ones $5Dq$. The normalised combinations

$$\frac{|2\rangle\pm|-2\rangle}{\sqrt2}$$

therefore have energies $(1\pm5)Dq$, that is, $6Dq$ and $-4Dq$. The even one joins $m=0$ in the $e_g$ level. The odd one joins $m=\pm1$ in the $t_{2g}$ level. The factors $1/\sqrt2$ produce the entries $\pm\tfrac12$ of the projectors.

```lean
/-- The projector onto the e_g orbitals: `m = 0` and the even combination of `m = ±2`. -/
def egProjector : Matrix (Fin 5) (Fin 5) ℂ :=
  !![1/2, 0, 0, 0, 1/2; 0, 0, 0, 0, 0; 0, 0, 1, 0, 0; 0, 0, 0, 0, 0; 1/2, 0, 0, 0, 1/2]

/-- The projector onto the t₂g orbitals: `m = ±1` and the odd combination of `m = ±2`. -/
def t2gProjector : Matrix (Fin 5) (Fin 5) ℂ :=
  !![1/2, 0, 0, 0, -1/2; 0, 1, 0, 0, 0; 0, 0, 0, 0, 0; 0, 0, 0, 1, 0; -1/2, 0, 0, 0, 1/2]
```

Multiplying out the corner block confirms idempotence, since $\tfrac14+\tfrac14=\tfrac12$. The off-diagonal halves cancel in the sum of the two projectors, leaving the identity. The traces are $\tfrac12+1+\tfrac12=2$ and $\tfrac12+1+1+\tfrac12=3$, and for idempotent matrices these are the ranks.

Lean checks idempotence and completeness entry by entry. It then obtains the ranks from the traces through `trace_eq_rank`, which avoids any row reduction.

```lean
/-- The e_g and t₂g projectors are idempotent, sum to the identity and have ranks 2 and 3. -/
theorem projectors_witness :
    IsIdempotentElem egProjector ∧ IsIdempotentElem t2gProjector ∧
      egProjector + t2gProjector = 1 ∧ egProjector.rank = 2 ∧ t2gProjector.rank = 3 := by
  have hE : IsIdempotentElem egProjector := by
    change egProjector * egProjector = egProjector
    ext i j
    fin_cases i <;> fin_cases j <;>
      simp [egProjector, Matrix.mul_apply, Fin.sum_univ_succ] <;> norm_num
  have hT : IsIdempotentElem t2gProjector := by
    change t2gProjector * t2gProjector = t2gProjector
    ext i j
    fin_cases i <;> fin_cases j <;>
      simp [t2gProjector, Matrix.mul_apply, Fin.sum_univ_succ] <;> norm_num
  refine ⟨hE, hT, ?_, ?_, ?_⟩
  · ext i j
    fin_cases i <;> fin_cases j <;>
      simp [egProjector, t2gProjector] <;> norm_num
  -- the ranks are read off from the traces
  · have h : egProjector.trace = 2 := by
      simp [egProjector, Matrix.trace, Fin.sum_univ_succ]
      norm_num
    rw [trace_eq_rank hE] at h
    exact_mod_cast h
  · have h : t2gProjector.trace = 3 := by
      simp [t2gProjector, Matrix.trace, Fin.sum_univ_succ]
      norm_num
    rw [trace_eq_rank hT] at h
    exact_mod_cast h
```

The trace of the field is $(1-4+6-4+1)Dq=0$. Its decomposition is

$$V=6Dq\,P_{e_g}-4Dq\,P_{t_{2g}} ,$$

where the corner block gives $3-2=1$ on the diagonal and $3+2=5$ off it, in units of $Dq$. The proof again compares the matrices entry by entry. With $D=10Dq$, the energies $3D/5$ and $-2D/5$ are $6Dq$ and $-4Dq$, and the weighted sum is $2\cdot6Dq-3\cdot4Dq=0$.

```lean
/-- The octahedral field is traceless and equals `6 Dq` times the e_g projector plus `-4 Dq`
times the t₂g projector. -/
theorem octahedralField_witness (Dq : ℂ) :
    (octahedralField Dq).trace = 0 ∧
      octahedralField Dq = (6 * Dq) • egProjector + (-4 * Dq) • t2gProjector := by
  constructor
  · simp [octahedralField, Matrix.trace, Fin.sum_univ_succ]
    ring
  · ext i j
    fin_cases i <;> fin_cases j <;>
      simp [octahedralField, egProjector, t2gProjector] <;> ring

end

end BarycentreRule
```

```lean
#print axioms BarycentreRule.trace_levelOperator
-- 'BarycentreRule.trace_levelOperator' depends on axioms: [propext, Classical.choice, Quot.sound]
#print axioms BarycentreRule.barycentre_rule
-- 'BarycentreRule.barycentre_rule' depends on axioms: [propext, Classical.choice, Quot.sound]
#print axioms BarycentreRule.two_level_shifts
-- 'BarycentreRule.two_level_shifts' depends on axioms: [propext, Classical.choice, Quot.sound]
#print axioms BarycentreRule.two_three_splitting
-- 'BarycentreRule.two_three_splitting' depends on axioms: [propext, Classical.choice, Quot.sound]
```
